# When one separable projector can serve several pseudopotential reference states

A pseudopotential can be designed to reproduce two reference states in the same angular-momentum channel, such as a semicore and a valence state, while the simplest separable form offers only one projector for that channel. The file below determines, for vectors in a finite-dimensional complex space, when a single projector is enough.

```lean
import Mathlib

open Matrix
open scoped ComplexOrder

namespace MultiProjectorPseudopotential

noncomputable section

variable {n ι : Type*} [Fintype n]

/-- The overlap matrix `B i j = ⟨φ i, χ j⟩` of reference states and projector functions. -/
def overlap (φ χ : ι → n → ℂ) : Matrix ι ι ℂ :=
  Matrix.of fun i j => star (φ i) ⬝ᵥ χ j

/-- The one-projector separable potential `|χ⟩⟨χ| / ⟨φ, χ⟩`, meant for `⟨φ, χ⟩ ≠ 0`. -/
def separableForm (φ χ : n → ℂ) : Matrix n n ℂ :=
  Matrix.of fun i j => χ i * star (χ j) / (star φ ⬝ᵥ χ)

/-- A Hermitian potential can be moved from one side of a bracket to the other. -/
theorem bracket_move {V : Matrix n n ℂ} (hV : V.IsHermitian) (x y : n → ℂ) :
    star x ⬝ᵥ (V *ᵥ y) = star (V *ᵥ x) ⬝ᵥ y := by
  rw [Matrix.star_mulVec, hV.eq, Matrix.dotProduct_mulVec]

/-- If a Hermitian potential takes each `φ i` to `χ i`, the overlap matrix is Hermitian. -/
theorem overlap_isHermitian {V : Matrix n n ℂ} {φ χ : ι → n → ℂ} (hV : V.IsHermitian)
    (h : ∀ i, V *ᵥ φ i = χ i) : (overlap φ χ).IsHermitian := by
  apply Matrix.IsHermitian.ext
  intro i j
  show star (star (φ j) ⬝ᵥ χ i) = star (φ i) ⬝ᵥ χ j
  rw [← Matrix.star_dotProduct, ← h i, ← h j, bracket_move hV]

/-- A rank-one potential that takes `φ` to a nonzero `χ` takes every state to a multiple
of `χ`. -/
theorem rank_one_range {V : Matrix n n ℂ} {φ χ : n → ℂ} (hr : V.rank = 1)
    (h : V *ᵥ φ = χ) (hχ : χ ≠ 0) (x : n → ℂ) : ∃ a : ℂ, V *ᵥ x = a • χ := by
  unfold Matrix.rank at hr
  let v : LinearMap.range V.mulVecLin := ⟨χ, φ, h⟩
  have hv : v ≠ 0 := fun h0 => hχ (congrArg Subtype.val h0)
  obtain ⟨a, ha⟩ := (finrank_eq_one_iff_of_nonzero' v hv).1 hr ⟨V *ᵥ x, x, rfl⟩
  exact ⟨a, (congrArg Subtype.val ha).symm⟩

/-- The separable potential sends `x` to `χ` times `⟨χ, x⟩ / ⟨φ, χ⟩`. -/
theorem separableForm_mulVec (φ χ x : n → ℂ) :
    separableForm φ χ *ᵥ x = ((star χ ⬝ᵥ x) / (star φ ⬝ᵥ χ)) • χ := by
  ext i
  show ∑ j, χ i * star (χ j) / (star φ ⬝ᵥ χ) * x j
    = (∑ j, star (χ j) * x j) / (star φ ⬝ᵥ χ) * χ i
  rw [Finset.sum_div, Finset.sum_mul]
  exact Finset.sum_congr rfl fun j _ => by ring

/-- A Hermitian rank-one potential that takes `φ` to a nonzero `χ` has `⟨φ, χ⟩ ≠ 0` and is
the separable potential `|χ⟩⟨χ| / ⟨φ, χ⟩`. -/
theorem rank_one_eq_separableForm {V : Matrix n n ℂ} {φ χ : n → ℂ} (hV : V.IsHermitian)
    (hr : V.rank = 1) (h : V *ᵥ φ = χ) (hχ : χ ≠ 0) :
    star φ ⬝ᵥ χ ≠ 0 ∧ V = separableForm φ χ := by
  classical
  -- a vanishing overlap would force the norm of `χ` to vanish
  have hb : star φ ⬝ᵥ χ ≠ 0 := by
    intro hb
    obtain ⟨a, ha⟩ := rank_one_range hr h hχ χ
    have key : star χ ⬝ᵥ χ = 0 := by
      calc star χ ⬝ᵥ χ = star (V *ᵥ φ) ⬝ᵥ χ := by rw [h]
        _ = star φ ⬝ᵥ (V *ᵥ χ) := (bracket_move hV φ χ).symm
        _ = 0 := by rw [ha, dotProduct_smul, hb, smul_zero]
    exact hχ (dotProduct_star_self_eq_zero.1 key)
  refine ⟨hb, Matrix.toLin'.injective (LinearMap.ext fun x => ?_)⟩
  rw [Matrix.toLin'_apply, Matrix.toLin'_apply, separableForm_mulVec]
  -- the coefficient of `χ` in `V x` is read off by the bracket with `φ`
  obtain ⟨a, ha⟩ := rank_one_range hr h hχ x
  have hc : star χ ⬝ᵥ x = a * (star φ ⬝ᵥ χ) := by
    calc star χ ⬝ᵥ x = star (V *ᵥ φ) ⬝ᵥ x := by rw [h]
      _ = star φ ⬝ᵥ (V *ᵥ x) := (bracket_move hV φ x).symm
      _ = a * (star φ ⬝ᵥ χ) := by rw [ha, dotProduct_smul, smul_eq_mul]
  rw [hc, mul_div_cancel_right₀ _ hb, ha]

/-- If `⟨φ, χ⟩` is real and nonzero, the separable potential is Hermitian, has rank one and
takes `φ` to `χ`. -/
theorem separableForm_spec {φ χ : n → ℂ} (hreal : star (star φ ⬝ᵥ χ) = star φ ⬝ᵥ χ)
    (hb : star φ ⬝ᵥ χ ≠ 0) :
    (separableForm φ χ).IsHermitian ∧ (separableForm φ χ).rank = 1 ∧
      separableForm φ χ *ᵥ φ = χ := by
  have hφ : separableForm φ χ *ᵥ φ = χ := by
    rw [separableForm_mulVec, Matrix.star_dotProduct χ φ, hreal, div_self hb, one_smul]
  refine ⟨?_, ?_, hφ⟩
  · apply Matrix.IsHermitian.ext
    intro i j
    show star (χ j * star (χ i) / (star φ ⬝ᵥ χ)) = χ i * star (χ j) / (star φ ⬝ᵥ χ)
    rw [star_div₀, star_mul', star_star, hreal, mul_comm]
  · -- the range is the line spanned by `χ`
    have hχ : χ ≠ 0 := fun h0 => hb (by rw [h0, dotProduct_zero])
    unfold Matrix.rank
    let v : LinearMap.range (separableForm φ χ).mulVecLin := ⟨χ, φ, hφ⟩
    have hv : v ≠ 0 := fun h0 => hχ (congrArg Subtype.val h0)
    refine (finrank_eq_one_iff_of_nonzero' v hv).2 ?_
    rintro ⟨_, x, rfl⟩
    exact ⟨_, Subtype.ext (separableForm_mulVec φ χ x).symm⟩

/-- Let `χ o` be nonzero. One Hermitian rank-one potential takes every `φ i` to `χ i` if and
only if all `χ i` are multiples of `χ o`, the overlap matrix is Hermitian, and
`⟨φ o, χ o⟩` is nonzero. -/
theorem exists_one_projector_iff (φ χ : ι → n → ℂ) (o : ι) (hχ : χ o ≠ 0) :
    (∃ V : Matrix n n ℂ, V.IsHermitian ∧ V.rank = 1 ∧ ∀ i, V *ᵥ φ i = χ i) ↔
      (∀ i, ∃ a : ℂ, χ i = a • χ o) ∧ (overlap φ χ).IsHermitian ∧ overlap φ χ o o ≠ 0 := by
  constructor
  · rintro ⟨V, hV, hr, h⟩
    refine ⟨fun i => ?_, overlap_isHermitian hV h,
      (rank_one_eq_separableForm hV hr (h o) hχ).1⟩
    obtain ⟨a, ha⟩ := rank_one_range hr (h o) hχ (φ i)
    exact ⟨a, (h i).symm.trans ha⟩
  · rintro ⟨hpar, hB, hb⟩
    have hb' : star (φ o) ⬝ᵥ χ o ≠ 0 := hb
    have hij : ∀ i j, star (star (φ j) ⬝ᵥ χ i) = star (φ i) ⬝ᵥ χ j :=
      fun i j => hB.apply i j
    obtain ⟨h1, h2, -⟩ := separableForm_spec (hij o o) hb'
    refine ⟨separableForm (φ o) (χ o), h1, h2, fun i => ?_⟩
    -- Hermiticity of the overlaps fixes the coefficient for each further reference
    obtain ⟨a, ha⟩ := hpar i
    rw [separableForm_mulVec, Matrix.star_dotProduct (χ o) (φ i), hij o i, ha,
      dotProduct_smul, smul_eq_mul, mul_div_cancel_right₀ _ hb']

/-- Let a Hermitian potential take each `φ i` to `χ i`, with `χ o` nonzero. If some `χ i` is
not a multiple of `χ o`, or if `⟨φ o, χ o⟩ = 0`, its rank is at least two. -/
theorem two_le_rank {V : Matrix n n ℂ} {φ χ : ι → n → ℂ} {o : ι} (hV : V.IsHermitian)
    (h : ∀ i, V *ᵥ φ i = χ i) (hχ : χ o ≠ 0)
    (hfail : (∃ i, ∀ a : ℂ, χ i ≠ a • χ o) ∨ overlap φ χ o o = 0) : 2 ≤ V.rank := by
  have h0 : V.rank ≠ 0 := by
    intro h0
    unfold Matrix.rank at h0
    have hm : χ o ∈ LinearMap.range V.mulVecLin := ⟨φ o, h o⟩
    rw [Submodule.finrank_eq_zero.1 h0, Submodule.mem_bot] at hm
    exact hχ hm
  have h1 : V.rank ≠ 1 := by
    intro h1
    obtain ⟨hpar, -, hb⟩ := (exists_one_projector_iff φ χ o hχ).1 ⟨V, hV, h1, h⟩
    rcases hfail with ⟨i, hi⟩ | hz
    · obtain ⟨a, ha⟩ := hpar i
      exact hi a ha
    · exact hb hz
  omega

/-- A potential that takes each `φ i` to `χ i`, with the `χ i` linearly independent, has rank
at least the number of reference states. -/
theorem card_le_rank [Fintype ι] {V : Matrix n n ℂ} {φ χ : ι → n → ℂ}
    (h : ∀ i, V *ᵥ φ i = χ i) (hlin : LinearIndependent ℂ χ) :
    Fintype.card ι ≤ V.rank := by
  unfold Matrix.rank
  rw [← finrank_span_eq_card hlin]
  apply Submodule.finrank_mono
  rw [Submodule.span_le]
  rintro _ ⟨i, rfl⟩
  exact LinearMap.mem_range.2 ⟨φ i, h i⟩

/-- In three dimensions a Hermitian potential takes both `(1,0,0)` and `(1,0,1)` to
`(0,1,0)`, but no Hermitian potential that takes `(1,0,0)` to `(0,1,0)` has rank one. -/
theorem zero_overlap_example :
    ((!![0, 1, 0; 1, 0, 0; 0, 0, 0] : Matrix (Fin 3) (Fin 3) ℂ).IsHermitian ∧
      (!![0, 1, 0; 1, 0, 0; 0, 0, 0] : Matrix (Fin 3) (Fin 3) ℂ) *ᵥ ![1, 0, 0] = ![0, 1, 0] ∧
      (!![0, 1, 0; 1, 0, 0; 0, 0, 0] : Matrix (Fin 3) (Fin 3) ℂ) *ᵥ ![1, 0, 1] = ![0, 1, 0]) ∧
    ∀ W : Matrix (Fin 3) (Fin 3) ℂ, W.IsHermitian → W *ᵥ ![1, 0, 0] = ![0, 1, 0] →
      W.rank ≠ 1 := by
  refine ⟨⟨?_, ?_, ?_⟩, ?_⟩
  · apply Matrix.IsHermitian.ext
    intro i j
    fin_cases i <;> fin_cases j <;> simp
  · ext i
    fin_cases i <;> simp [Matrix.mulVec, dotProduct, Fin.sum_univ_succ]
  · ext i
    fin_cases i <;> simp [Matrix.mulVec, dotProduct, Fin.sum_univ_succ]
  · intro W hW h hr
    have hχ : (![0, 1, 0] : Fin 3 → ℂ) ≠ 0 := fun h0 => by
      simpa using congrFun h0 1
    -- the overlap of `(1,0,0)` with `(0,1,0)` vanishes
    apply (rank_one_eq_separableForm hW hr h hχ).1
    simp [dotProduct, Fin.sum_univ_succ]

end

end MultiProjectorPseudopotential
```

```lean
#print axioms MultiProjectorPseudopotential.rank_one_eq_separableForm
#print axioms MultiProjectorPseudopotential.two_le_rank
#print axioms MultiProjectorPseudopotential.card_le_rank
#print axioms MultiProjectorPseudopotential.zero_overlap_example
```

```
'MultiProjectorPseudopotential.rank_one_eq_separableForm' depends on axioms: [propext, Classical.choice, Quot.sound]
'MultiProjectorPseudopotential.two_le_rank' depends on axioms: [propext, Classical.choice, Quot.sound]
'MultiProjectorPseudopotential.card_le_rank' depends on axioms: [propext, Classical.choice, Quot.sound]
'MultiProjectorPseudopotential.zero_overlap_example' depends on axioms: [propext, Classical.choice, Quot.sound]
```

## Three conditions for a single projector

The reference states are vectors φ_i, and each comes with a prescribed vector χ_i. The nonlocal potential V is a matrix that must satisfy

V φ_i = χ_i for every i.

Brackets are antilinear in the first argument, ⟨x, y⟩ = Σ_k x(k)* y(k), which Lean writes as `star x ⬝ᵥ y`. The overlap matrix has the entries

B_ij = ⟨φ_i, χ_j⟩.

Choose a reference o with χ_o ≠ 0. The main theorem, `exists_one_projector_iff`, says that a Hermitian V of rank one meeting all the requirements exists if and only if

- every χ_i is a complex multiple of χ_o,
- B is Hermitian,
- B_oo = ⟨φ_o, χ_o⟩ is nonzero.

The index type `ι` is arbitrary, so a semicore and valence pair is the case of two elements. The φ_i need not be linearly independent, and the χ_i other than χ_o may vanish. The chosen one may not: if χ_o were zero, B_oo would be zero as well, although a rank-one V that annihilates φ_o might still do the job. For a single reference, the conditions reduce to ⟨φ_o, χ_o⟩ being real and nonzero.

Three further theorems describe what happens when one projector fails. By `two_le_rank`, if some χ_i is not a multiple of χ_o, or if B_oo = 0, then any Hermitian V that meets the requirements has rank at least two. By `card_le_rank`, linearly independent χ_i force the rank to be at least the number of references, whether or not V is Hermitian. Both are lower bounds and leave open whether a suitable V exists. Failure of the remaining condition is more severe: by `overlap_isHermitian`, if B is not Hermitian, then no Hermitian V meets the requirements, whatever its rank.

## Reference equations, projectors and overlaps

In pseudopotential generation, φ_i is a pseudo-wavefunction at the reference energy ε_i, and the nonlocal potential must supply what the kinetic energy T and the local potential V_loc leave over:

χ_i = (ε_i − T − V_loc) φ_i.

The requirement V φ_i = χ_i then says that φ_i solves the pseudo-Schrödinger equation at ε_i. In the file the φ_i and χ_i are simply given vectors; the energies, T and V_loc do not appear.

A vector `n → ℂ` holds the components of a radial function in a finite orthonormal basis. Values on a radial grid also fit this description once the square roots of the quadrature weights have been absorbed into them. `V.IsHermitian` is the usual condition on the potential, and `V.rank` counts projectors: a Hermitian matrix of rank r is a sum of r terms |β⟩⟨β| with real nonzero coefficients, and no fewer terms suffice. A "projector" in this sense need not be idempotent.

The definition `separableForm` is the one-projector potential

S = |χ⟩⟨χ| / ⟨φ, χ⟩,

known as the Kleinman–Bylander form.

Hermiticity of B is a condition on the data. In the continuum construction for a non-relativistic atom, it is secured if the pseudo-states match the all-electron ones in value and slope at the core radius and obey generalised norm conservation, meaning that the overlaps of the pseudo-states inside the core radius, including those between different references, equal the all-electron ones. The file takes it as a condition and does not derive it from such a construction. The condition B_oo ≠ 0 says that the reference state has a nonzero matrix element of the nonlocal potential, since B_oo = ⟨φ_o, V φ_o⟩.

For generation practice in a finite basis, the result gives a test that uses only the φ_i and χ_i: if the semicore and valence χ are not parallel, a Hermitian potential that reproduces both needs at least two projectors in that channel.

## From a rank-one potential to the conditions

Suppose V is Hermitian, has rank one and takes every φ_i to χ_i. Hermiticity lets V change sides in a bracket, which is `bracket_move`:

⟨x, V y⟩ = ⟨V x, y⟩.

Applied to two references, this gives

B_ij = ⟨φ_i, V φ_j⟩ = ⟨V φ_i, φ_j⟩ = ⟨χ_i, φ_j⟩ = ⟨φ_j, χ_i⟩* = B_ji*,

so B is Hermitian. This is `overlap_isHermitian`, and it makes no use of the rank.

Next, the range of V is one-dimensional and contains the nonzero vector χ_o = V φ_o. Every V x therefore lies on the line of χ_o:

V x = a χ_o for some number a depending on x.

This is `rank_one_range`. Its proof regards χ_o as a nonzero element of the range and applies the Mathlib lemma `finrank_eq_one_iff_of_nonzero'`, by which every element of a one-dimensional space is a multiple of any given nonzero one. Taking x = φ_i shows that χ_i is a multiple of χ_o.

It remains to exclude a vanishing overlap. Write φ, χ for φ_o, χ_o and b for ⟨φ, χ⟩. The vector V χ is also on the line, so V χ = a χ for some a, and

⟨χ, χ⟩ = ⟨V φ, χ⟩ = ⟨φ, V χ⟩ = a ⟨φ, χ⟩ = a b.

If b were zero, χ would have zero norm, contrary to χ ≠ 0. This is the first `calc` block in `rank_one_eq_separableForm`.

The second `calc` block repeats the computation with an arbitrary x in place of χ. With V x = a χ,

⟨χ, x⟩ = ⟨V φ, x⟩ = ⟨φ, V x⟩ = a b, hence a = ⟨χ, x⟩ / b.

So V x = (⟨χ, x⟩ / b) χ for every x. By `separableForm_mulVec`, S acts in the same way, and two matrices with the same action on all vectors are equal; the proof gets this last step from the injectivity of `Matrix.toLin'`. A single reference with χ ≠ 0 thus fixes the rank-one Hermitian potential completely, and a further reference can only agree with it or contradict it.

## From the conditions back to a potential

Now assume the three conditions. The only candidate is S built from φ_o and χ_o, and b = B_oo is real because it is a diagonal entry of a Hermitian matrix. The lemma `separableForm_spec` collects what follows for S.

It is Hermitian, because conjugating an entry exchanges its two indices when b is real:

(χ_o(i) χ_o(j)* / b)* = χ_o(j) χ_o(i)* / b.

It reproduces the chosen reference, because ⟨χ_o, φ_o⟩ = b* = b:

S φ_o = (⟨χ_o, φ_o⟩ / b) χ_o = χ_o.

It has rank one, because every S x is a multiple of χ_o, and χ_o is nonzero and lies in the range.

For any other reference, write χ_i = a χ_o. Hermiticity of B turns the bracket that S needs into one that is known:

⟨χ_o, φ_i⟩ = ⟨φ_i, χ_o⟩* = B_io* = B_oi = ⟨φ_o, χ_i⟩ = a b.

Therefore

S φ_i = (a b / b) χ_o = a χ_o = χ_i.

In Lean the step B_io* = B_oi is `hij o i`, and the final `rw` carries out the rest of the chain. Parallel χ_i put the result on the right line, and the Hermitian overlaps give it the right length and phase.

## Lower bounds on the number of projectors

For `two_le_rank`, rank zero and rank one are excluded in turn. Rank zero would make the range trivial, although it contains χ_o ≠ 0. Rank one would imply all three conditions by the main theorem, while the hypothesis `hfail` says that one of two of them fails. `omega` then concludes that the rank is at least two.

For `card_le_rank`, each χ_i = V φ_i lies in the range of V, so the range contains their span. The span of linearly independent vectors has dimension equal to their number, and a subspace has no larger dimension than the space that contains it. These steps are `finrank_span_eq_card` and `Submodule.finrank_mono`.

## Parallel χ vectors that still need two projectors

The theorem `zero_overlap_example` shows that parallel χ_i and a Hermitian B are not enough. In ℂ³, take

φ_1 = (1, 0, 0), φ_2 = (1, 0, 1), χ_1 = χ_2 = (0, 1, 0).

The Hermitian matrix that exchanges the first two basis vectors and annihilates the third takes both φ_1 and φ_2 to (0, 1, 0). The reference states are linearly independent and the χ vectors are equal, but all four overlaps B_ij vanish. Normalising the second state to (1, 0, 1)/√2 turns its χ into (0, 1, 0)/√2 and leaves the overlaps at zero. The vectors illustrate the algebra and do not model a semicore and valence pair: bound states of one Hermitian Hamiltonian at different energies are orthogonal, and φ_1 and φ_2 are not.

The theorem also states that no Hermitian W taking (1, 0, 0) to (0, 1, 0) has rank one. The first reference alone already rules out a single projector, because `rank_one_eq_separableForm` would require ⟨φ_1, χ_1⟩ ≠ 0. The matrix entries and the two products are checked component by component with `fin_cases` and `simp`.
